# The minimum energy of one non-interacting electron with \(h = l\,\mathrm{diag}(1,-1)\) is \(-|l|\), with no derivative at \(l = 0\)

An electron can occupy two orthonormal basis functions, numbered 0 and 1, whose energies \(l\) and \(-l\) are shifted in opposite directions by a real parameter \(l\), for instance by a potential difference between two sites. If nothing couples the two functions, the levels cross at \(l = 0\) and the electron in the ground state changes place. In Hartree-Fock theory the energy is a function of the density matrix \(D\), and its derivative with respect to \(D\) is the Fock matrix; without interaction the energy is \(\operatorname{tr}(hD)\) and the Fock matrix is the one-electron Hamiltonian \(h\) itself. The response of the minimised energy to a parameter is then expected to be \(\operatorname{tr}\big((\partial h/\partial l)\,D\big)\) at the minimising \(D\). The question is what becomes of this formula at the crossing, where the minimising \(D\) is not unique. The answer bears on forces and response properties computed as energy derivatives: in this non-interacting two-level model, with \(l\) varied and the coupling between the two functions held fixed, the derivative with respect to \(l\) exists wherever the occupied and the empty level are separated, and fails where they are degenerate.

## Density matrices, energy and Hamiltonian

All matrices are real \(2\times 2\) matrices, with rows and columns indexed by 0 and 1 as in Lean's `Fin 2`.

```lean
import Mathlib

open Matrix

namespace MinimumEnergyKink

noncomputable section
```

A density matrix is symmetric, idempotent and of trace one. Symmetry is the real form of hermiticity. Idempotency \(D^2 = D\) says that \(D\) projects on the occupied orbital space, as it does for a single determinant, and the absence of an overlap matrix in this condition fixes the basis as orthonormal. The trace counts the electrons, here one.

```lean
/-- One-electron density matrix in a two-function basis: symmetric, idempotent, trace one. -/
def IsDensity (D : Matrix (Fin 2) (Fin 2) ℝ) : Prop :=
  D.IsSymm ∧ D * D = D ∧ D.trace = 1
```

The energy is \(E(h,D) = \operatorname{tr}(hD)\), with no Coulomb or exchange term and no factor for spin.

```lean
/-- Energy tr(hD) of a density matrix without electron interaction. -/
def energy (h D : Matrix (Fin 2) (Fin 2) ℝ) : ℝ := (h * D).trace
```

The minimum energy \(E_{\min}(h)\) is defined as the infimum `sInf` of the set of energies of all density matrices. For a set of reals that is empty or not bounded below `sInf` returns zero; part (c) shows that for the Hamiltonians \(h(l,v)\) defined below the set has a least element, so the infimum is a true minimum.

```lean
/-- Infimum of the energy over all one-electron density matrices. -/
def minEnergy (h : Matrix (Fin 2) (Fin 2) ℝ) : ℝ := sInf (energy h '' {D | IsDensity D})
```

A minimiser is a density matrix whose energy does not exceed that of any other density matrix.

```lean
/-- `D` is a density matrix of lowest energy for the Hamiltonian `h`. -/
def IsMinimiser (h D : Matrix (Fin 2) (Fin 2) ℝ) : Prop :=
  IsDensity D ∧ ∀ D', IsDensity D' → energy h D ≤ energy h D'
```

The matrix `sigmaZ` is \(\sigma_z = \mathrm{diag}(1,-1)\). It belongs to the family
\[ h(l,v) = \begin{pmatrix} l & v \\ v & -l \end{pmatrix}, \]
written `ham l v`, in which the real number \(v\) is the coupling between the two basis functions. For every \(v\) one has \(\partial h/\partial l = \sigma_z\).

```lean
/-- The matrix diag(1, -1). -/
def sigmaZ : Matrix (Fin 2) (Fin 2) ℝ := !![1, 0; 0, -1]

/-- Two-level Hamiltonian with diagonal entries `l`, `-l` and coupling `v`. -/
def ham (l v : ℝ) : Matrix (Fin 2) (Fin 2) ℝ := !![l, v; v, -l]
```

For real \(x\) and \(z\), `bloch x z` is the matrix
\[ B(x,z) = \frac12\begin{pmatrix} 1+z & x \\ x & 1-z \end{pmatrix}, \]
so \(z\) is the population of function 0 minus that of function 1, and \(x\) is twice the off-diagonal element.

```lean
/-- The symmetric trace-one matrix with Bloch components `x` and `z`. -/
def bloch (x z : ℝ) : Matrix (Fin 2) (Fin 2) ℝ := !![(1 + z) / 2, x / 2; x / 2, (1 - z) / 2]
```

The model leaves out complex orbitals, fractional occupations (non-idempotent \(D\)), non-orthogonal or larger bases, several electrons and their interaction.

## (a) The density matrices form a circle

Show that \(D\) is a density matrix if and only if \(D = B(x,z)\) for some \(x, z\) with \(x^2 + z^2 = 1\).

Let \(D\) be a density matrix. Symmetry gives \(D_{10} = D_{01}\) and the trace gives \(D_{11} = 1 - D_{00}\). Put \(x = 2D_{01}\) and \(z = 2D_{00} - 1\); then \(D = B(x,z)\) entry by entry. The \((0,0)\) entry of \(D^2 = D\) reads \(D_{00}^2 + D_{01}^2 = D_{00}\), hence
\[ x^2 + z^2 = 1 + 4\,(D_{00}^2 + D_{01}^2 - D_{00}) = 1. \]
Conversely \(B(x,z)\) is symmetric with trace one. The diagonal entries of its square are \(\big((1\pm z)^2 + x^2\big)/4\), which equal \((1 \pm z)/2\) when \(x^2 + z^2 = 1\), and the off-diagonal entries are \(x(1+z)/4 + x(1-z)/4 = x/2\).

In `isDensity_iff` the hypothesis `h00` is the \((0,0)\) entry of idempotency, and `linear_combination 4 * h00` is the displayed line. The converse runs through the four entries.

```lean
/-- The density matrices are exactly the Bloch matrices with x² + z² = 1. -/
theorem isDensity_iff (D : Matrix (Fin 2) (Fin 2) ℝ) :
    IsDensity D ↔ ∃ x z : ℝ, x ^ 2 + z ^ 2 = 1 ∧ D = bloch x z := by
  constructor
  · rintro ⟨hs, hi, ht⟩
    have h10 : D 1 0 = D 0 1 := hs.apply 0 1
    have h00 := congrFun (congrFun hi 0) 0
    simp only [Matrix.mul_apply, Fin.sum_univ_two] at h00
    rw [trace_fin_two] at ht
    rw [h10] at h00
    refine ⟨2 * D 0 1, 2 * D 0 0 - 1, by linear_combination 4 * h00, ?_⟩
    ext i j
    fin_cases i <;> fin_cases j <;> simp [bloch] <;> linarith
  · rintro ⟨x, z, h, rfl⟩
    refine ⟨?_, ?_, ?_⟩
    · show (bloch x z)ᵀ = bloch x z
      ext i j
      fin_cases i <;> fin_cases j <;> simp [bloch]
    · ext i j
      fin_cases i <;> fin_cases j <;> simp [bloch, Matrix.mul_apply, Fin.sum_univ_two] <;>
        linarith
    · rw [bloch, trace_fin_two_of]; ring
```

## (b) The energy is linear in \(x\) and \(z\)

Compute \(E\big(h(l,v), B(x,z)\big)\) for arbitrary real \(l, v, x, z\).

The diagonal entries of the product are \(l(1+z)/2 + vx/2\) and \(vx/2 - l(1-z)/2\). Their sum is
\[ E = lz + vx. \]
The theorem `energy_bloch` needs no condition on \(x\) and \(z\).

```lean
/-- The energy of a Bloch matrix is l z + v x. -/
theorem energy_bloch (l v x z : ℝ) : energy (ham l v) (bloch x z) = l * z + v * x := by
  rw [energy, ham, bloch, Matrix.mul_fin_two, trace_fin_two_of]; ring
```

## (c) The lowest energy is \(-\sqrt{l^2+v^2}\)

With \(r = \sqrt{l^2 + v^2}\), show for all \(l, v\) that no density matrix has energy below \(-r\) and that some density matrix has energy \(-r\).

Lagrange's identity is
\[ (lz + vx)^2 + (lx - vz)^2 = (l^2 + v^2)(x^2 + z^2). \]
On the unit circle the right side is \(r^2\), so \(E^2 \le r^2\), therefore \(|E| \le r\) and \(E \ge -r\). If \(r > 0\), take \(x = -v/r\) and \(z = -l/r\). Then \(x^2 + z^2 = (v^2 + l^2)/r^2 = 1\) and \(E = -(l^2+v^2)/r = -r\). If \(r = 0\), then \(l = 0\), and \(B(0,1)\) has energy \(l = 0 = -r\).

The predicate `IsLeast` says that \(-r\) belongs to the set of energies and is a lower bound of it, and the proof treats the two claims in this order. The split `hr0.eq_or_lt` separates \(r = 0\) from \(r > 0\). Lagrange's identity on the circle is `key`, and `Real.abs_le_sqrt` passes from \(E^2 \le l^2+v^2\) to \(|E| \le r\).

```lean
/-- The energy over density matrices has the attained minimum -√(l² + v²). -/
theorem isLeast_energy (l v : ℝ) :
    IsLeast (energy (ham l v) '' {D | IsDensity D}) (-√(l ^ 2 + v ^ 2)) := by
  constructor
  · have h0 : 0 ≤ l ^ 2 + v ^ 2 := by positivity
    have hr2 := Real.sq_sqrt h0
    have hr0 := Real.sqrt_nonneg (l ^ 2 + v ^ 2)
    obtain ⟨r, hdef⟩ : ∃ r, r = √(l ^ 2 + v ^ 2) := ⟨_, rfl⟩
    rw [← hdef] at hr2 hr0 ⊢
    rcases hr0.eq_or_lt with hr | hr
    · -- vanishing Hamiltonian
      subst hr
      have hl : l ^ 2 = 0 := by nlinarith [sq_nonneg l, sq_nonneg v]
      have hl' : l = 0 := (pow_eq_zero_iff two_ne_zero).1 hl
      refine ⟨bloch 0 1, (isDensity_iff _).2 ⟨0, 1, by norm_num, rfl⟩, ?_⟩
      rw [energy_bloch, hl']; ring
    · -- Bloch vector antiparallel to (v, l)
      refine ⟨bloch (-v / r) (-l / r), (isDensity_iff _).2 ⟨_, _, ?_, rfl⟩, ?_⟩
      · rw [div_pow, div_pow, ← add_div, div_eq_one_iff_eq (pow_ne_zero 2 hr.ne')]
        linear_combination -hr2
      · have hne := hr.ne'
        rw [energy_bloch]
        calc l * (-l / r) + v * (-v / r) = -(l ^ 2 + v ^ 2) / r := by ring
          _ = -r := by rw [← hr2]; field_simp
  · rintro _ ⟨D, hD, rfl⟩
    obtain ⟨x, z, h, rfl⟩ := (isDensity_iff D).1 hD
    rw [energy_bloch]
    -- Lagrange identity on the unit circle
    have key : l ^ 2 + v ^ 2 = (l * z + v * x) ^ 2 + (l * x - v * z) ^ 2 := by
      linear_combination (-(l ^ 2 + v ^ 2)) * h
    have hle : (l * z + v * x) ^ 2 ≤ l ^ 2 + v ^ 2 := by
      linarith [sq_nonneg (l * x - v * z)]
    exact neg_le_of_abs_le (Real.abs_le_sqrt hle)
```

## (d) The minimiser is unique when the levels are split

Assume \(l \ne 0\) or \(v \ne 0\), which means \(r > 0\): the eigenvalues \(\pm r\) of \(h(l,v)\) are distinct. Show that \(D\) is a minimiser if and only if \(D = B(-v/r, -l/r)\).

A minimiser \(B(x,z)\) has energy at most \(-r\), because part (c) provides a density matrix \(D_0\) with that energy, and at least \(-r\) by the lower bound. So \(lz + vx = -r\), and
\[ (rz + l)^2 + (rx + v)^2 = r^2(x^2+z^2) + 2r(lz + vx) + l^2 + v^2 = r^2 - 2r^2 + r^2 = 0. \]
Both squares vanish, which gives \(z = -l/r\) and \(x = -v/r\). For the converse, \(D_0\) is a minimiser, so by the first half it equals \(B(-v/r,-l/r)\), which is therefore a minimiser.

Here `key` is the first half, `hsum` the displayed sum of squares, and `h0` states that `D₀` minimises.

```lean
/-- If `l` or `v` is nonzero, the minimiser is unique, with Bloch components
(-v, -l) / √(l² + v²). -/
theorem isMinimiser_iff {l v : ℝ} (h : l ≠ 0 ∨ v ≠ 0) (D : Matrix (Fin 2) (Fin 2) ℝ) :
    IsMinimiser (ham l v) D ↔
      D = bloch (-v / √(l ^ 2 + v ^ 2)) (-l / √(l ^ 2 + v ^ 2)) := by
  have hpos : 0 < l ^ 2 + v ^ 2 := by rcases h with h | h <;> positivity
  have hr2 := Real.sq_sqrt hpos.le
  have hr := Real.sqrt_pos.2 hpos
  obtain ⟨⟨D₀, hD₀, hE₀⟩, hlb⟩ := isLeast_energy l v
  obtain ⟨r, hdef⟩ : ∃ r, r = √(l ^ 2 + v ^ 2) := ⟨_, rfl⟩
  rw [← hdef] at hr2 hr hE₀ hlb ⊢
  have key : ∀ D, IsMinimiser (ham l v) D → D = bloch (-v / r) (-l / r) := by
    rintro D ⟨hD, hmin⟩
    have h1 : energy (ham l v) D ≤ -r := (hmin D₀ hD₀).trans hE₀.le
    have h2 : -r ≤ energy (ham l v) D := hlb ⟨D, hD, rfl⟩
    obtain ⟨x, z, hxz, rfl⟩ := (isDensity_iff D).1 hD
    rw [energy_bloch] at h1 h2
    have hE : l * z + v * x = -r := le_antisymm h1 h2
    -- completing the squares
    have hsum : (r * z + l) ^ 2 + (r * x + v) ^ 2 = 0 := by
      linear_combination r ^ 2 * hxz + 2 * r * hE - hr2
    have hz : r * z + l = 0 := (pow_eq_zero_iff two_ne_zero).1
      (by linarith [sq_nonneg (r * z + l), sq_nonneg (r * x + v)])
    have hx : r * x + v = 0 := (pow_eq_zero_iff two_ne_zero).1
      (by linarith [sq_nonneg (r * z + l), sq_nonneg (r * x + v)])
    have ez : z = -l / r := by rw [eq_div_iff hr.ne']; linarith
    have ex : x = -v / r := by rw [eq_div_iff hr.ne']; linarith
    rw [← ez, ← ex]
  refine ⟨key D, ?_⟩
  rintro rfl
  have h0 : IsMinimiser (ham l v) D₀ :=
    ⟨hD₀, fun D' hD' => hE₀.le.trans (hlb ⟨D', hD', rfl⟩)⟩
  rw [← key D₀ h0]
  exact h0
```

## (e) Derivative of the minimum away from the crossing

Assume again \(l \ne 0\) or \(v \ne 0\), and let \(D\) be a minimiser for \(h(l,v)\). Show that \(s \mapsto E_{\min}(h(s,v))\) has at \(s = l\) the derivative \(\operatorname{tr}(\sigma_z D)\).

By part (c) the function is \(-\sqrt{s^2 + v^2}\). The radicand is positive at \(s = l\), and the chain rule gives \(-2l/(2r) = -l/r\). By part (d) \(D = B(-v/r,-l/r)\), and \(\operatorname{tr}(\sigma_z B(x,z)) = (1+z)/2 - (1-z)/2 = z\), which is \(-l/r\) as well.

This has the form of the Hellmann-Feynman relation, obtained from the explicit solution for this family and for variation of \(l\) at fixed \(v\), and not by a general argument. It covers \(v = 0\) with \(l \neq 0\), and also \(l = 0\) with \(v \ne 0\), where the crossing is avoided and the derivative is zero. In the proof `hf` replaces `minEnergy` by the closed form through `csInf_eq`, `h1` differentiates the radicand, and `h1.sqrt` is the chain rule.

```lean
/-- If `l` or `v` is nonzero, the derivative of the minimum energy in `l` is
tr(diag(1, -1) D) at the minimiser `D`. -/
theorem hasDerivAt_minEnergy {l v : ℝ} (h : l ≠ 0 ∨ v ≠ 0) {D : Matrix (Fin 2) (Fin 2) ℝ}
    (hD : IsMinimiser (ham l v) D) :
    HasDerivAt (fun s => minEnergy (ham s v)) (sigmaZ * D).trace l := by
  have hpos : 0 < l ^ 2 + v ^ 2 := by rcases h with h | h <;> positivity
  have hf : (fun s => minEnergy (ham s v)) = fun s => -√(s ^ 2 + v ^ 2) :=
    funext fun s => (isLeast_energy s v).csInf_eq
  have h1 : HasDerivAt (fun s : ℝ => s ^ 2 + v ^ 2) (2 * l) l :=
    ((hasDerivAt_pow 2 l).add_const (v ^ 2)).congr_deriv (by norm_num)
  rw [hf, (isMinimiser_iff h D).1 hD, sigmaZ, bloch, Matrix.mul_fin_two, trace_fin_two_of]
  exact (h1.sqrt hpos.ne').fun_neg.congr_deriv (by ring)
```

## (f) Zero coupling

Show that \(l\,\sigma_z = h(l,0)\).

Both matrices have diagonal entries \(l\) and \(-l\) and vanishing off-diagonal entries. The scalar multiple is written `l • sigmaZ`.

```lean
/-- The Hamiltonian l diag(1, -1) is the two-level Hamiltonian with zero coupling. -/
theorem smul_sigmaZ (l : ℝ) : l • sigmaZ = ham l 0 := by
  ext i j
  fin_cases i <;> fin_cases j <;> simp [sigmaZ, ham]
```

## (g) The lowest energy without coupling is \(-|l|\)

Show that for every \(l\), zero included, the energies \(\operatorname{tr}(l\sigma_z D)\) of density matrices have the least element \(-|l|\).

Set \(v = 0\) in part (c) and use \(\sqrt{l^2} = |l|\), which is `Real.sqrt_sq_eq_abs`.

```lean
/-- For l diag(1, -1) the energy has the attained minimum -|l|. -/
theorem isLeast_diag (l : ℝ) : IsLeast (energy (l • sigmaZ) '' {D | IsDensity D}) (-|l|) := by
  have h := isLeast_energy l 0
  rw [show l ^ 2 + (0 : ℝ) ^ 2 = l ^ 2 by ring, Real.sqrt_sq_eq_abs] at h
  rw [smul_sigmaZ]
  exact h
```

## (h) The minimiser on either side of the crossing

Show that the only minimiser for \(l\sigma_z\) is \(\mathrm{diag}(0,1)\) when \(l > 0\) and \(\mathrm{diag}(1,0)\) when \(l < 0\).

Part (d) applies with \(v = 0\) and \(r = |l|\), so \(x = 0\) and \(z = -l/|l|\). For \(l > 0\) this is \(z = -1\) and \(B(0,-1) = \mathrm{diag}(0,1)\): the electron sits in function 1, of energy \(-l\). For \(l < 0\) it is \(z = 1\) and \(B(0,1) = \mathrm{diag}(1,0)\): the electron sits in function 0, of energy \(l\).

The theorem consists of two implications and says nothing at \(l = 0\). In each branch `e` evaluates \(-l/|l|\) and `hb` identifies the diagonal matrix.

```lean
/-- For l diag(1, -1) the unique minimiser is diag(0, 1) if l > 0 and diag(1, 0) if l < 0. -/
theorem isMinimiser_diag (l : ℝ) (D : Matrix (Fin 2) (Fin 2) ℝ) :
    (0 < l → (IsMinimiser (l • sigmaZ) D ↔ D = !![0, 0; 0, 1])) ∧
      (l < 0 → (IsMinimiser (l • sigmaZ) D ↔ D = !![1, 0; 0, 0])) := by
  have hr : √(l ^ 2 + (0 : ℝ) ^ 2) = |l| := by
    rw [show l ^ 2 + (0 : ℝ) ^ 2 = l ^ 2 by ring, Real.sqrt_sq_eq_abs]
  constructor
  · intro hl
    have e : -l / |l| = -1 := by rw [abs_of_pos hl, neg_div, div_self hl.ne']
    have hb : bloch 0 (-1) = !![0, 0; 0, 1] := by rw [bloch]; norm_num
    rw [smul_sigmaZ, isMinimiser_iff (Or.inl hl.ne'), hr, e, neg_zero, zero_div, hb]
  · intro hl
    have e : -l / |l| = 1 := by rw [abs_of_neg hl, div_self (neg_ne_zero.2 hl.ne)]
    have hb : bloch 0 1 = !![1, 0; 0, 0] := by rw [bloch]; norm_num
    rw [smul_sigmaZ, isMinimiser_iff (Or.inl hl.ne), hr, e, neg_zero, zero_div, hb]
```

## (i) One-sided slopes at the crossing

Show that \(f(l) = E_{\min}(l\sigma_z)\) has right derivative \(-1\) and left derivative \(+1\) at \(l = 0\).

By part (g), \(f(l) = -|l|\) and \(f(0) = 0\). For \(l > 0\) the difference quotient \(f(l)/l\) is \(-1\), and for \(l < 0\) it is \(+1\).

`HasDerivWithinAt` with `Set.Ici 0`, the half-line \([0,\infty)\), is the right derivative, and with `Set.Iic 0`, the half-line \((-\infty,0]\), the left one. The proof differentiates \(-l\) and \(l\), and `congr` transfers the result to \(-|l|\), which agrees with them on the respective half-lines.

```lean
/-- At l = 0 the minimum energy of l diag(1, -1) has right derivative -1 and left
derivative +1. -/
theorem one_sided_derivatives :
    HasDerivWithinAt (fun l : ℝ => minEnergy (l • sigmaZ)) (-1) (Set.Ici 0) 0 ∧
      HasDerivWithinAt (fun l : ℝ => minEnergy (l • sigmaZ)) 1 (Set.Iic 0) 0 := by
  have hf : (fun l : ℝ => minEnergy (l • sigmaZ)) = fun l => -|l| :=
    funext fun l => (isLeast_diag l).csInf_eq
  rw [hf]
  constructor
  · refine (hasDerivAt_id' (0 : ℝ)).fun_neg.hasDerivWithinAt.congr (fun x hx => ?_) (by simp)
    simp [abs_of_nonneg (Set.mem_Ici.1 hx)]
  · refine (hasDerivAt_id' (0 : ℝ)).hasDerivWithinAt.congr (fun x hx => ?_) (by simp)
    simp [abs_of_nonpos (Set.mem_Iic.1 hx)]
```

## (j) No derivative at \(l = 0\), and many minimisers

Show that \(f(l) = -|l|\) for all \(l\), that \(f\) is not differentiable at 0, that for \(l = 0\) the minimisers are exactly the density matrices, and that \(\mathrm{diag}(1,0)\) and \(\mathrm{diag}(0,1)\) are two different ones.

The formula is part (g). If \(f\) had a derivative at 0, the difference quotient would tend to it from both sides, so it would equal \(-1\) and \(+1\) by part (i), which is impossible. At \(l = 0\) the Hamiltonian vanishes, every energy is zero, and each density matrix attains the minimum. The two diagonal matrices are density matrices, being minimisers for \(l = -1\) and \(l = 1\) by part (h), and their \((0,0)\) entries are 1 and 0.

The six conjuncts of `minEnergy_not_differentiable` state these claims in order. The equivalence at \(l = 0\) is `hall`. The lemmas `uniqueDiffOn_Ici` and `uniqueDiffOn_Iic` express that a derivative along a half-line is unique at its end point, so `h1` and `h2` equate the supposed derivative with \(-1\) and with \(+1\), and `linarith` finds the contradiction. Non-differentiability and non-uniqueness are stated side by side for this Hamiltonian, with no general implication from one to the other. As an observation that the theorem does not contain, \(\operatorname{tr}(\sigma_z D) = z\) takes every value from \(-1\) to \(1\) over the minimisers at \(l = 0\), the end values belonging to \(\mathrm{diag}(0,1)\) and \(\mathrm{diag}(1,0)\) and matching the right and left slopes, so the formula of part (e) selects no single number there.

```lean
/-- The minimum energy of l diag(1, -1) is -|l| and is not differentiable at l = 0, where every
density matrix is a minimiser, among them the distinct matrices diag(1, 0) and diag(0, 1). -/
theorem minEnergy_not_differentiable :
    (∀ l : ℝ, minEnergy (l • sigmaZ) = -|l|) ∧
      ¬ DifferentiableAt ℝ (fun l : ℝ => minEnergy (l • sigmaZ)) 0 ∧
      (∀ D, IsMinimiser ((0 : ℝ) • sigmaZ) D ↔ IsDensity D) ∧
      IsMinimiser ((0 : ℝ) • sigmaZ) !![1, 0; 0, 0] ∧
      IsMinimiser ((0 : ℝ) • sigmaZ) !![0, 0; 0, 1] ∧
      (!![1, 0; 0, 0] : Matrix (Fin 2) (Fin 2) ℝ) ≠ !![0, 0; 0, 1] := by
  have hall : ∀ D, IsMinimiser ((0 : ℝ) • sigmaZ) D ↔ IsDensity D := fun D =>
    ⟨fun h => h.1, fun h => ⟨h, fun D' _ => by simp [energy]⟩⟩
  refine ⟨fun l => (isLeast_diag l).csInf_eq, fun h => ?_, hall, (hall _).2 ?_, (hall _).2 ?_,
    fun h => ?_⟩
  · -- a derivative would equal both one-sided derivatives
    have h1 := (uniqueDiffOn_Ici (0 : ℝ) 0 (Set.mem_Ici.2 le_rfl)).eq_deriv _
      h.hasDerivAt.hasDerivWithinAt one_sided_derivatives.1
    have h2 := (uniqueDiffOn_Iic (0 : ℝ) 0 (Set.mem_Iic.2 le_rfl)).eq_deriv _
      h.hasDerivAt.hasDerivWithinAt one_sided_derivatives.2
    linarith
  · exact ((isMinimiser_diag (-1) _).2 (by norm_num)).2 rfl |>.1
  · exact ((isMinimiser_diag 1 _).1 (by norm_num)).2 rfl |>.1
  · have h00 := congrFun (congrFun h 0) 0
    simp at h00

end

end MinimumEnergyKink
```

```lean
#print axioms MinimumEnergyKink.hasDerivAt_minEnergy
-- 'MinimumEnergyKink.hasDerivAt_minEnergy' depends on axioms: [propext, Classical.choice, Quot.sound]
#print axioms MinimumEnergyKink.one_sided_derivatives
-- 'MinimumEnergyKink.one_sided_derivatives' depends on axioms: [propext, Classical.choice, Quot.sound]
#print axioms MinimumEnergyKink.minEnergy_not_differentiable
-- 'MinimumEnergyKink.minEnergy_not_differentiable' depends on axioms: [propext, Classical.choice, Quot.sound]
```
